# The density matrix of a metallic chain at zero temperature has no exponentially decaying bound

One way for a linear-scaling calculation to truncate the one-particle density matrix is to choose a cutoff $R$ and set to zero every element between sites more than $R$ apart. Write $\rho(n)$ for the element between sites $n$ apart and $\varepsilon > 0$ for the tolerance on a single discarded element. If $|\rho(n)| \le C e^{-an}$ with constants $C$ and $a > 0$, a cutoff of order $a^{-1}\ln(C/\varepsilon)$ suffices. For the infinite, uniform, non-interacting nearest-neighbour chain with one spinless orbital per site and a partly filled band at zero temperature no such bound exists, and at half filling the required cutoff grows like $1/(\pi\varepsilon)$.

## The claim and its derivation

Take one orbital per site, lattice spacing one, no spin and hopping $t > 0$. Plane waves $e^{ikj}$ on the sites $j$, with wave number $k$ in the zone $[-\pi,\pi]$, have the band energy $E(k) = -2t\cos k$. Filling the states with $|k| \le k_F$, where $k_F$ is the Fermi wave number, gives the element $\frac{1}{2\pi}\int_{-k_F}^{k_F} e^{ikn}\,dk$ between sites $n$ apart. The sine part of the integrand is odd in $k$ and drops out, so
$$\rho(k_F,n) = \frac{1}{2\pi}\int_{-k_F}^{k_F}\cos(kn)\,dk, \qquad n = 0,1,2,\dots$$
Since $E(k) < 0$ exactly when $\cos k > 0$, that is when $|k| < \pi/2$, a Fermi level at zero energy corresponds to $k_F = \pi/2$, which is half filling.

The claim is that $|\rho(\pi/2,n)| = 1/(n\pi)$ for every odd $n$, and that no real $C$ and $a > 0$ give $|\rho(\pi/2,n)| \le Ce^{-an}$ for all $n$. More generally, for every $0 < k_F < \pi$ such a bound fails even if it is required only for $n \ge N$, whatever the distance $N$.

Step 1. For $n = 0$ the integrand is one and $\rho(k_F,0) = 2k_F/2\pi = k_F/\pi$. For $n \ne 0$ an antiderivative is $\sin(kn)/n$, and
$$\rho(k_F,n) = \frac{1}{2\pi}\left[\frac{\sin(k_F n)}{n} - \frac{\sin(-k_F n)}{n}\right] = \frac{\sin(k_F n)}{n\pi},$$
whence $|\rho(k_F,n)| \le 1/(n\pi)$.

Step 2. Put $k_F = \pi/2$ and let $m$ be a natural number. For $n = 2m+1$ the argument is $m\pi + \pi/2$, the sine equals $\cos(m\pi)$, and this has modulus one because $\sin(m\pi) = 0$. For $n = 2m \ne 0$ the argument is $m\pi$ and the element vanishes. With $\varepsilon = 10^{-3}$, for instance, the element at $n = 317$ still exceeds the tolerance and the one at $n = 319$ is the first odd one below it.

Step 3. For every $n$, zero included, $\pi\,|n\rho(k_F,n)| = |\sin(k_F n)|$. With $A = k_F n$ and $B = k_F(n+1)$ one has $B - A = k_F$ and $\sin(B-A) = \sin B\cos A - \cos B\sin A$, so $|\sin k_F| \le |\sin A| + |\sin B|$, or
$$|\sin k_F| \le \pi\Big(|n\rho(k_F,n)| + |(n+1)\rho(k_F,n+1)|\Big).$$

Step 4. Suppose $n\rho(k_F,n) \to 0$ as $n \to \infty$. The shifted sequence $(n+1)\rho(k_F,n+1)$ tends to zero as well, so the right side of step 3 tends to zero and $|\sin k_F| \le 0$. For $0 < k_F < \pi$ this contradicts $\sin k_F > 0$.

Step 5. Suppose $|\rho(k_F,n)| \le Ce^{-an}$ for $n \ge N$ with $a > 0$. Then $r = e^{-a}$ satisfies $0 < r < 1$ and $|n\rho(k_F,n)| \le C\,n r^n \to 0$, which step 4 excludes. The half-filled case is $k_F = \pi/2$, $N = 0$.

An easy mistake is to stop at step 1 and read the envelope $1/(n\pi)$ as the rate of decay. An upper bound says nothing against faster decay, and the matching lower bound $|\rho(k_F,n)| \ge c/n$ with $c > 0$ for all $n \ge 1$ is false, since at half filling every element at even nonzero distance is zero. Step 3 supplies a lower bound that survives these zeros, by looking at two neighbours together.

## The formal development

```lean
import Mathlib

open Real Filter Topology

namespace MetallicChainDecay

noncomputable section
```

The opened namespaces provide `π`, `sin`, `cos` and `exp` on the reals and the limit notation `Tendsto`, `atTop` and `𝓝`.

```lean
/-- Band energy `E(k) = -2 t cos k` of the nearest-neighbour chain with hopping `t`. -/
def band (t k : ℝ) : ℝ := -2 * t * cos k

/-- Density-matrix element between sites `n` apart when the wave numbers in `[-kF, kF]`
are filled: `ρ(n) = (1/2π) ∫ cos(k n) dk` over `[-kF, kF]`. -/
def rho (kF : ℝ) (n : ℕ) : ℝ := 1 / (2 * π) * ∫ k in (-kF)..kF, cos (k * n)
```

`band t k` is $E(k)$ and `rho kF n` is $\rho(k_F,n)$, with the distance `n : ℕ` cast to a real number inside the cosine. The prefactor $1/2\pi$ fixes the conventions: unit lattice spacing and one electron per state, so that the full zone holds one electron per site. Negative distances are left out, which loses nothing because the integrand is even in $n$. The integral is taken as the definition of the density matrix. No Hamiltonian, spectral projector or limit of finite rings appears, and `rho` does not depend on `t`. Finite temperature, interactions, disorder, gapped chains and higher dimensions are not covered. The parameter `kF` is any real number, although only $0 \le k_F \le \pi$ describes a filling.

```lean
/-- For positive hopping, a state of the zone `|k| ≤ π` has negative band energy exactly
when `|k| < π/2`. -/
theorem band_neg_iff {t k : ℝ} (ht : 0 < t) (hk : |k| ≤ π) :
    band t k < 0 ↔ |k| < π / 2 := by
  unfold band
  rw [← cos_abs k]
  constructor
  · intro h
    by_contra hc
    have h1 : π / 2 ≤ |k| := not_lt.mp hc
    have h2 : cos |k| ≤ 0 :=
      cos_nonpos_of_pi_div_two_le_of_le h1 (by linarith [pi_pos])
    nlinarith [mul_nonneg ht.le (neg_nonneg.mpr h2)]
  · intro h
    have h2 : 0 < cos |k| :=
      cos_pos_of_mem_Ioo ⟨by linarith [pi_pos, abs_nonneg k], h⟩
    nlinarith [mul_pos ht h2]
```

This identifies the negative-energy states of the zone, under the hypotheses `0 < t` and `|k| ≤ π`. After `cos_abs` replaces $\cos k$ by $\cos|k|$, the forward direction assumes $|k| \ge \pi/2$, gets $\cos|k| \le 0$ on $[\pi/2,\pi]$ and hence a non-negative energy. The reverse direction uses $\cos|k| > 0$. The theorem justifies calling $k_F = \pi/2$ the filling at zero Fermi level; the later proofs do not invoke it.

```lean
/-- The on-site element is `kF / π`. -/
theorem rho_zero (kF : ℝ) : rho kF 0 = kF / π := by
  have hpi := pi_ne_zero
  have hint : ∫ k in (-kF)..kF, cos (k * ((0 : ℕ) : ℝ)) = 2 * kF := by
    simp [two_mul]
  rw [rho, hint]
  field_simp

/-- Off the diagonal the density matrix is `sin(kF n) / (n π)`. -/
theorem rho_eq (kF : ℝ) {n : ℕ} (hn : n ≠ 0) : rho kF n = sin (kF * n) / (n * π) := by
  have hn' : (n : ℝ) ≠ 0 := Nat.cast_ne_zero.mpr hn
  have hpi := pi_ne_zero
  -- the antiderivative of cos (k n) is sin (k n) / n
  have hint : ∫ k in (-kF)..kF, cos (k * n) = sin (kF * n) / n - sin (-kF * n) / n := by
    apply intervalIntegral.integral_eq_sub_of_hasDerivAt (f := fun k : ℝ => sin (k * n) / n)
    · intro x _
      have h := ((hasDerivAt_id' x).mul_const (n : ℝ)).sin.div_const (n : ℝ)
      exact h.congr_deriv (by field_simp)
    · exact Continuous.intervalIntegrable (by fun_prop) _ _
  rw [rho, hint, neg_mul, sin_neg]
  field_simp
  ring
```

These two theorems are the evaluations of step 1. In `rho_eq` the fundamental theorem of calculus enters as `intervalIntegral.integral_eq_sub_of_hasDerivAt` with the antiderivative `sin (k * n) / n`. Its two goals are the derivative, where the chain rule produces a factor $n$ that cancels against $1/n$, and the integrability of a continuous function. Then `sin_neg` turns the difference of boundary terms into twice the sine. The hypothesis `n ≠ 0` matters: at $n = 0$ Lean evaluates the quotient as zero, whereas the element is $k_F/\pi$.

```lean
/-- At any filling the off-diagonal elements are bounded by `1 / (n π)`. -/
theorem abs_rho_le (kF : ℝ) {n : ℕ} (hn : n ≠ 0) : |rho kF n| ≤ 1 / (n * π) := by
  have hpos : 0 < (n : ℝ) * π := mul_pos (Nat.cast_pos.mpr (Nat.pos_of_ne_zero hn)) pi_pos
  rw [rho_eq kF hn, abs_div, abs_of_pos hpos]
  exact div_le_div_of_nonneg_right (abs_sin_le_one _) hpos.le
```

The envelope follows from `abs_sin_le_one` once the denominator is known to be positive.

```lean
/-- At half filling the element at odd distance `n` has modulus exactly `1 / (n π)`. -/
theorem abs_rho_half_odd {n : ℕ} (hn : Odd n) : |rho (π / 2) n| = 1 / (n * π) := by
  obtain ⟨m, rfl⟩ := hn
  have hn : 2 * m + 1 ≠ 0 := by omega
  have hpos : 0 < ((2 * m + 1 : ℕ) : ℝ) * π :=
    mul_pos (Nat.cast_pos.mpr (Nat.pos_of_ne_zero hn)) pi_pos
  have harg : π / 2 * ((2 * m + 1 : ℕ) : ℝ) = m * π + π / 2 := by
    push_cast
    ring
  have hcos : |cos (m * π)| = 1 := by
    have h := sin_sq_add_cos_sq ((m : ℝ) * π)
    rw [sin_nat_mul_pi] at h
    rw [← sq_eq_sq₀ (abs_nonneg _) zero_le_one, sq_abs]
    nlinarith
  rw [rho_eq _ hn, abs_div, abs_of_pos hpos, harg, sin_add_pi_div_two, hcos]

/-- At half filling the element at even nonzero distance vanishes. -/
theorem rho_half_even {n : ℕ} (hn : Even n) (h0 : n ≠ 0) : rho (π / 2) n = 0 := by
  obtain ⟨m, rfl⟩ := hn
  have harg : π / 2 * ((m + m : ℕ) : ℝ) = m * π := by
    push_cast
    ring
  rw [rho_eq _ h0, harg, sin_nat_mul_pi, zero_div]
```

Step 2 is split by parity. `Odd n` unpacks to $n = 2m+1$, `harg` rewrites the argument as $m\pi + \pi/2$, `sin_add_pi_div_two` turns the sine into $\cos(m\pi)$, and `hcos` obtains its modulus from $\sin^2 + \cos^2 = 1$. `Even n` unpacks to $n = m + m$, and `sin_nat_mul_pi` finishes. Zero is even and $\rho(\pi/2,0) = 1/2$, which is why the second theorem carries `h0`.

```lean
/-- Lower bound on neighbouring elements:
`|sin kF| ≤ π (|n ρ(n)| + |(n+1) ρ(n+1)|)` for every distance `n`. -/
theorem abs_sin_le_neighbours (kF : ℝ) (n : ℕ) :
    |sin kF| ≤ π * (|(n : ℝ) * rho kF n| + |((n + 1 : ℕ) : ℝ) * rho kF (n + 1)|) := by
  have key : ∀ m : ℕ, π * |(m : ℝ) * rho kF m| = |sin (kF * m)| := by
    intro m
    have hpi := pi_ne_zero
    have h : sin (kF * m) = π * ((m : ℝ) * rho kF m) := by
      rcases eq_or_ne m 0 with rfl | hm
      · simp
      · have hm' : (m : ℝ) ≠ 0 := Nat.cast_ne_zero.mpr hm
        rw [rho_eq kF hm]
        field_simp
    rw [h, abs_mul π, abs_of_pos pi_pos]
  rw [mul_add, key, key]
  -- sin kF = sin (B - A) with A = kF n and B = kF (n + 1)
  have sub : ∀ A B : ℝ, |sin (B - A)| ≤ |sin A| + |sin B| := by
    intro A B
    have h1 : |sin B * cos A| ≤ |sin B| := by
      rw [abs_mul]
      exact mul_le_of_le_one_right (abs_nonneg _) (abs_cos_le_one _)
    have h2 : |cos B * sin A| ≤ |sin A| := by
      rw [abs_mul]
      exact mul_le_of_le_one_left (abs_nonneg _) (abs_cos_le_one _)
    rw [sin_sub, abs_le]
    rw [abs_le] at h1 h2
    constructor <;> linarith [h1.1, h1.2, h2.1, h2.2]
  have h := sub (kF * n) (kF * ((n + 1 : ℕ) : ℝ))
  have harg : kF * ((n + 1 : ℕ) : ℝ) - kF * n = kF := by
    push_cast
    ring
  rwa [harg] at h
```

Step 3 holds for every real `kF` and every `n`. The auxiliary statement `key` is $\pi|m\rho(k_F,m)| = |\sin(k_F m)|$, with $m = 0$ treated separately since both sides vanish there. The statement `sub` is the estimate for $|\sin(B-A)|$, from `sin_sub` and $|\cos| \le 1$. It is applied at $A = k_F n$, $B = k_F(n+1)$.

```lean
/-- For a partly filled band, `0 < kF < π`, the product `n ρ(n)` does not tend to zero at
large distance. -/
theorem not_tendsto_mul_rho {kF : ℝ} (h0 : 0 < kF) (hpi : kF < π) :
    ¬ Tendsto (fun n : ℕ => (n : ℝ) * rho kF n) atTop (𝓝 0) := by
  intro h
  have h1 : Tendsto (fun n : ℕ => ((n + 1 : ℕ) : ℝ) * rho kF (n + 1)) atTop (𝓝 0) :=
    (tendsto_add_atTop_iff_nat (f := fun n : ℕ => (n : ℝ) * rho kF n) 1).2 h
  have h2 := (h.abs.add h1.abs).const_mul π
  have h3 := ge_of_tendsto' h2 (abs_sin_le_neighbours kF)
  have h4 : 0 < sin kF := sin_pos_of_pos_of_lt_pi h0 hpi
  rw [abs_zero, add_zero, mul_zero, abs_of_pos h4] at h3
  linarith
```

The statement negates convergence of the sequence $n\rho(k_F,n)$ to zero. In the proof `h1` is the shifted sequence, `h2` the limit of the right side of step 3, and `ge_of_tendsto'` carries the inequality to the limit. The hypotheses `h0` and `hpi` are used only to get `0 < sin kF`.

```lean
/-- For a partly filled band, `0 < kF < π`, no bound `|ρ(n)| ≤ C exp(-a n)` with `a > 0`
holds for all `n` beyond any distance `N`. -/
theorem no_exponential_bound {kF : ℝ} (h0 : 0 < kF) (hpi : kF < π) :
    ¬ ∃ (C a : ℝ) (N : ℕ), 0 < a ∧ ∀ n : ℕ, N ≤ n → |rho kF n| ≤ C * exp (-a * n) := by
  rintro ⟨C, a, N, ha, hb⟩
  apply not_tendsto_mul_rho h0 hpi
  -- n exp (-a n) tends to zero
  have hr : exp (-a) < 1 := by
    rw [← exp_zero]
    exact exp_lt_exp.mpr (by linarith)
  have hlim := (tendsto_self_mul_const_pow_of_lt_one (exp_pos (-a)).le hr).const_mul C
  rw [mul_zero] at hlim
  refine squeeze_zero_norm' ?_ hlim
  filter_upwards [eventually_ge_atTop N] with n hn
  have hexp : exp (-a * n) = exp (-a) ^ n := by
    rw [mul_comm, exp_nat_mul]
  have hn0 : (0 : ℝ) ≤ n := Nat.cast_nonneg n
  have h := hb n hn
  rw [hexp] at h
  rw [norm_eq_abs, abs_mul, abs_of_nonneg hn0]
  calc (n : ℝ) * |rho kF n| ≤ n * (C * exp (-a) ^ n) := mul_le_mul_of_nonneg_left h hn0
    _ = C * (n * exp (-a) ^ n) := by ring
```

In words: for $0 < k_F < \pi$ there are no real $C$, positive $a$ and natural $N$ such that the bound holds at all $n \ge N$. No sign is imposed on $C$. The proof follows step 5. `hr` is $r < 1$, `hlim` is $C\,nr^n \to 0$ from `tendsto_self_mul_const_pow_of_lt_one`, and `squeeze_zero_norm'` needs the comparison only for large $n$, which `filter_upwards` supplies for $n \ge N$. The closing `calc` multiplies the assumed bound by $n$.

The order of quantifiers carries the content: one pair $C$, $a$ has to serve all distances. With $C$ chosen after $n$, a bound always exists, for example $C = |\rho(k_F,n)|\,e^{n}$ with $a = 1$, and the negated statement would be false.

```lean
/-- Half-filled chain: `|ρ(n)| = 1 / (n π)` at every odd distance, and no bound
`|ρ(n)| ≤ C exp(-a n)` with `a > 0` holds for all `n`. -/
theorem half_filled_chain :
    (∀ n : ℕ, Odd n → |rho (π / 2) n| = 1 / (n * π)) ∧
      ¬ ∃ C a : ℝ, 0 < a ∧ ∀ n : ℕ, |rho (π / 2) n| ≤ C * exp (-a * n) := by
  refine ⟨fun n hn => abs_rho_half_odd hn, ?_⟩
  rintro ⟨C, a, ha, hb⟩
  exact no_exponential_bound (kF := π / 2) (by linarith [pi_pos]) (by linarith [pi_pos])
    ⟨C, a, 0, ha, fun n _ => hb n⟩

end

end MetallicChainDecay
```

The main theorem has no hypotheses. Its first part is the exact modulus at odd distances. Its second part denies an exponential bound over all $n$, and is `no_exponential_bound` at $k_F = \pi/2$ with $N = 0$.

```lean
#print axioms MetallicChainDecay.abs_rho_le
-- 'MetallicChainDecay.abs_rho_le' depends on axioms: [propext, Classical.choice, Quot.sound]
#print axioms MetallicChainDecay.rho_half_even
-- 'MetallicChainDecay.rho_half_even' depends on axioms: [propext, Classical.choice, Quot.sound]
#print axioms MetallicChainDecay.no_exponential_bound
-- 'MetallicChainDecay.no_exponential_bound' depends on axioms: [propext, Classical.choice, Quot.sound]
#print axioms MetallicChainDecay.half_filled_chain
-- 'MetallicChainDecay.half_filled_chain' depends on axioms: [propext, Classical.choice, Quot.sound]
```

## Dropping a hypothesis

The following cases are worked from the formulas of step 1 and are not stated as theorems above. Allow $k_F = \pi$, the full band. Then $\rho(\pi,0) = 1$ and $\rho(\pi,n) = \sin(n\pi)/(n\pi) = 0$ for $n \ge 1$, so $|\rho(\pi,n)| \le e^{-an}$ for every $a > 0$. At $k_F = 0$ all elements vanish. In both cases $\sin k_F = 0$ and step 4 yields no contradiction. Allow instead $a = 0$ at half filling: $C = 1/2$ bounds $\rho(\pi/2,0) = 1/2$ and every $1/(n\pi)$ with $n \ge 1$, so a bound of the stated form exists.
